# Occupied pairs with distinct energies cancel in the OEP response sum but can survive a common denominator

Before a code replaces the orbital-energy differences in the optimized effective potential (OEP) equation by one constant, it must fix the range of the inner loop: all orbitals except the current one, or virtual orbitals only. With the exact differences and distinct occupied energies, both loops give the same result. With a constant they generally do not, and the full loop leads to the Krieger–Li–Iafrate (KLI) equation.

## The two sums and their difference

Let φ_i(x) be real orthonormal orbitals on a finite grid, as many as there are grid points, with energies e_i. Let v be the local exchange potential and K the nonlocal exchange operator, with its negative sign included. Write

A_ki = Σ_x φ_k(x) [(v − K)φ_i](x).

Throughout, i and j are occupied, a is virtual, and k is any orbital. For response coefficients c_ik, define the full, virtual and occupied-pair sums

F(x) = Σ_i Σ_{k≠i} φ_i(x) φ_k(x) c_ik

V(x) = Σ_i Σ_a φ_i(x) φ_a(x) c_ia

P(x) = Σ_i Σ_{j≠i} φ_i(x) φ_j(x) c_ij.

If c_ik = A_ki/(e_i − e_k) and no denominator is zero, then F = V. When the φ_i are the Kohn–Sham orbitals belonging to v and K is built from the occupied ones, setting this F to zero at every x is the exchange-only OEP equation. If every difference is replaced by a nonzero Δ, then F vanishes everywhere exactly when v satisfies the KLI equation, and

F(x) − V(x) = (1/Δ) Σ_i Σ_{j≠i} φ_i(x) φ_j(x) A_ji.

The constant Δ stands for an average energy difference. It would be negative for occupied-to-virtual excitations in the sign convention used here, but the algebra needs only Δ ≠ 0.

## Loop bounds in an exact-exchange code

An OEP residual with exact denominators can be accumulated over occupied–virtual pairs alone. This avoids large terms of opposite sign from nearly degenerate occupied orbitals.

With a common denominator, the loop bound selects the approximation. The full sum gives KLI; setting the virtual-only sum to zero gives the condition behind the common energy denominator approximation (CEDA) and localized Hartree–Fock. For exact-exchange calculations, the result identifies the term that separates these two conditions, within a finite model with fixed real orbitals.

A spin channel with one occupied orbital is a simple check on an implementation: there are no occupied pairs, so both loops must agree.

## Cancellation and resummation

The orbitals k ≠ i are either virtual or occupied and different from i. Hence, for any coefficients,

F(x) = V(x) + P(x).

Since v is diagonal on the grid and K is symmetric, A_ki = A_ik. With exact denominators, two different occupied orbitals therefore satisfy

c_ij = A_ji/(e_i − e_j) = −A_ij/(e_j − e_i) = −c_ji.

Exchanging the names i and j in P gives

P(x) = Σ_i Σ_{j≠i} φ_j(x) φ_i(x) c_ji = −P(x),

so P = 0 and F = V.

Now let d_ik = A_ki/Δ. These coefficients are symmetric on occupied pairs, so the two orderings of a pair add. Inserting them into P gives the stated difference F − V.

For the KLI equation, multiply the full sum by Δ:

Δ F(x) = Σ_i φ_i(x) Σ_{k≠i} φ_k(x) A_ki.

Completeness, Σ_k φ_k(x)φ_k(y) = δ_xy, gives

Σ_k φ_k(x) A_ki = v(x)φ_i(x) − (Kφ_i)(x).

The term k = i is φ_i(x)A_ii. Subtracting it, multiplying by φ_i(x) and summing over i yields

Δ F(x) = ρ(x)v(x) − Σ_i φ_i(x)(Kφ_i)(x) − Σ_i φ_i(x)² A_ii,

where ρ(x) = Σ_i φ_i(x)². Since Δ ≠ 0, F vanishes everywhere exactly when

ρ(x)v(x) = Σ_i φ_i(x)(Kφ_i)(x) + Σ_i φ_i(x)² A_ii

at every x. This is the KLI equation.

## The Lean file

```lean
import Mathlib

open Matrix

namespace KLICommonDenominator

noncomputable section

variable {n : Type*} [Fintype n] [DecidableEq n]

/-- The matrix element of `v - K` between orbitals `k` and `i`, for a local potential `v` and
a nonlocal exchange operator `K`; the orbitals are the rows of `φ`. -/
def element (φ K : Matrix n n ℝ) (v : n → ℝ) (k i : n) : ℝ :=
  φ k ⬝ᵥ ((diagonal v - K) *ᵥ φ i)

/-- The sum of `φ_i φ_k c_ik` at a grid point over occupied `i` and all `k` other than `i`. -/
def fullSum (φ : Matrix n n ℝ) (occ : Finset n) (c : n → n → ℝ) (x : n) : ℝ :=
  ∑ i ∈ occ, ∑ k ∈ Finset.univ.erase i, φ i x * φ k x * c i k

/-- The sum of `φ_i φ_a c_ia` at a grid point over occupied `i` and virtual `a`. -/
def virtualSum (φ : Matrix n n ℝ) (occ : Finset n) (c : n → n → ℝ) (x : n) : ℝ :=
  ∑ i ∈ occ, ∑ a ∈ occᶜ, φ i x * φ a x * c i a

/-- The sum of `φ_i φ_j c_ij` at a grid point over ordered pairs of different occupied orbitals. -/
def occupiedSum (φ : Matrix n n ℝ) (occ : Finset n) (c : n → n → ℝ) (x : n) : ℝ :=
  ∑ i ∈ occ, ∑ j ∈ occ.erase i, φ i x * φ j x * c i j

/-- The coefficients `c` solve the first-order response equations `D_ik c_ik = A_ki` for
occupied `i` and `k` other than `i`, with energy denominators `D`. -/
def SolvesResponse (occ : Finset n) (D A c : n → n → ℝ) : Prop :=
  ∀ i ∈ occ, ∀ k, k ≠ i → D i k * c i k = A k i

/-- The KLI equation: density times `v` equals the sum of `φ_i K φ_i` plus the sum of
`φ_i²` times the expectation value of `v - K` in orbital `i`, at every grid point. -/
def KLIEquation (φ K : Matrix n n ℝ) (occ : Finset n) (v : n → ℝ) : Prop :=
  ∀ x, (∑ i ∈ occ, φ i x ^ 2) * v x =
    ∑ i ∈ occ, φ i x * (K *ᵥ φ i) x + ∑ i ∈ occ, φ i x ^ 2 * element φ K v i i

/-- For symmetric `K` the matrix elements of `v - K` are symmetric. -/
theorem element_symm (φ K : Matrix n n ℝ) (v : n → ℝ) (hK : K.IsSymm) (k i : n) :
    element φ K v k i = element φ K v i k := by
  have hA : (diagonal v - K)ᵀ = diagonal v - K := by
    rw [transpose_sub, diagonal_transpose, hK.eq]
  calc φ k ⬝ᵥ ((diagonal v - K) *ᵥ φ i)
      = (φ k ᵥ* (diagonal v - K)) ⬝ᵥ φ i := dotProduct_mulVec _ _ _
    _ = (φ k ᵥ* (diagonal v - K)ᵀ) ⬝ᵥ φ i := by rw [hA]
    _ = φ i ⬝ᵥ ((diagonal v - K) *ᵥ φ k) := by rw [vecMul_transpose, dotProduct_comm]

/-- The full sum is the virtual sum plus the sum over pairs of occupied orbitals. -/
theorem fullSum_split (φ : Matrix n n ℝ) (occ : Finset n) (c : n → n → ℝ) (x : n) :
    fullSum φ occ c x = virtualSum φ occ c x + occupiedSum φ occ c x := by
  have key : ∀ (f : n → ℝ) (i : n), i ∈ occ → ∑ k ∈ Finset.univ.erase i, f k =
      ∑ a ∈ occᶜ, f a + ∑ j ∈ occ.erase i, f j := by
    intro f i hi
    have h1 := Finset.add_sum_erase Finset.univ f (Finset.mem_univ i)
    have h2 := Finset.add_sum_erase occ f hi
    have h3 := Finset.sum_add_sum_compl occ f
    linarith
  unfold fullSum virtualSum occupiedSum
  rw [← Finset.sum_add_distrib]
  exact Finset.sum_congr rfl fun i hi => key (fun k => φ i x * φ k x * c i k) i hi

omit [Fintype n] in
/-- Coefficients antisymmetric on pairs of occupied orbitals give a vanishing occupied sum. -/
theorem occupiedSum_eq_zero (φ : Matrix n n ℝ) (occ : Finset n) (c : n → n → ℝ)
    (hc : ∀ i ∈ occ, ∀ j ∈ occ, j ≠ i → c i j = -c j i) (x : n) :
    occupiedSum φ occ c x = 0 := by
  -- exchange the names of the two occupied orbitals
  have swap : occupiedSum φ occ c x =
      ∑ j ∈ occ, ∑ i ∈ occ.erase j, φ i x * φ j x * c i j := by
    unfold occupiedSum
    refine Finset.sum_comm' ?_
    intro i j
    simp only [Finset.mem_erase]
    constructor
    · rintro ⟨hi, hj, hj'⟩
      exact ⟨⟨hj.symm, hi⟩, hj'⟩
    · rintro ⟨⟨h1, h2⟩, h3⟩
      exact ⟨h2, h1.symm, h3⟩
  have anti : ∑ j ∈ occ, ∑ i ∈ occ.erase j, φ i x * φ j x * c i j =
      -occupiedSum φ occ c x := by
    unfold occupiedSum
    rw [← Finset.sum_neg_distrib]
    refine Finset.sum_congr rfl fun j hj => ?_
    rw [← Finset.sum_neg_distrib]
    refine Finset.sum_congr rfl fun i hi => ?_
    obtain ⟨hne, hi'⟩ := Finset.mem_erase.mp hi
    rw [hc i hi' j hj hne.symm]
    ring
  linarith

/-- For orthonormal orbitals and the bare matrix elements of `v - K` as coefficients, the full sum
is the left side minus the right side of the KLI equation. -/
theorem fullSum_element (φ K : Matrix n n ℝ) (occ : Finset n) (v : n → ℝ)
    (hφ : φ * φᵀ = 1) (x : n) :
    fullSum φ occ (fun i k => element φ K v k i) x = (∑ i ∈ occ, φ i x ^ 2) * v x -
      (∑ i ∈ occ, φ i x * (K *ᵥ φ i) x + ∑ i ∈ occ, φ i x ^ 2 * element φ K v i i) := by
  have hφ' : φᵀ * φ = 1 := mul_eq_one_comm.mp hφ
  unfold fullSum
  rw [Finset.sum_mul, ← Finset.sum_add_distrib, ← Finset.sum_sub_distrib]
  refine Finset.sum_congr rfl fun i _ => ?_
  -- completeness of the orbitals
  have e1 : ∑ k, φ k x * element φ K v k i = ((diagonal v - K) *ᵥ φ i) x := by
    calc ∑ k, φ k x * element φ K v k i
        = (φᵀ *ᵥ (φ *ᵥ ((diagonal v - K) *ᵥ φ i))) x := rfl
      _ = ((diagonal v - K) *ᵥ φ i) x := by rw [mulVec_mulVec, hφ', one_mulVec]
  have e2 := Finset.add_sum_erase Finset.univ (fun k => φ k x * element φ K v k i)
    (Finset.mem_univ i)
  have e3 : ∑ k ∈ Finset.univ.erase i, φ i x * φ k x * element φ K v k i =
      φ i x * ∑ k ∈ Finset.univ.erase i, φ k x * element φ K v k i := by
    rw [Finset.mul_sum]
    exact Finset.sum_congr rfl fun k _ => by ring
  have e4 : ((diagonal v - K) *ᵥ φ i) x = v x * φ i x - (K *ᵥ φ i) x := by
    rw [sub_mulVec, Pi.sub_apply, mulVec_diagonal]
  rw [e3]
  linear_combination φ i x * (e2 + e1 + e4)

omit [Fintype n] [DecidableEq n] in
/-- If each occupied energy differs from all other orbital energies, the quotients
`A_ki / (e_i - e_k)` solve the response equations. -/
theorem quotient_solvesResponse (occ : Finset n) (e : n → ℝ) (A : n → n → ℝ)
    (he : ∀ i ∈ occ, ∀ k, k ≠ i → e i ≠ e k) :
    SolvesResponse occ (fun i k => e i - e k) A (fun i k => A k i / (e i - e k)) := by
  intro i hi k hk
  have h : e i - e k ≠ 0 := sub_ne_zero.mpr (he i hi k hk)
  field_simp

/-- Let the orbitals be orthonormal, `K` symmetric and the occupied energies distinct. With the
denominators `e_i - e_k` the full response sum equals its virtual part. With a common nonzero
denominator `Δ` the full sum vanishes at every grid point exactly when the KLI equation holds, and
it exceeds its virtual part by the sum of `φ_i φ_j A_ji / Δ` over ordered pairs of different
occupied orbitals. -/
theorem oep_and_kli (φ K : Matrix n n ℝ) (occ : Finset n) (v e : n → ℝ) (Δ : ℝ)
    (c d : n → n → ℝ) (hφ : φ * φᵀ = 1) (hK : K.IsSymm) (he : Set.InjOn e occ) (hΔ : Δ ≠ 0)
    (hc : SolvesResponse occ (fun i k => e i - e k) (element φ K v) c)
    (hd : SolvesResponse occ (fun _ _ => Δ) (element φ K v) d) :
    (∀ x, fullSum φ occ c x = virtualSum φ occ c x) ∧
    ((∀ x, fullSum φ occ d x = 0) ↔ KLIEquation φ K occ v) ∧
    (∀ x, fullSum φ occ d x = virtualSum φ occ d x +
      occupiedSum φ occ (fun i j => element φ K v j i) x / Δ) := by
  refine ⟨fun x => ?_, ?_, fun x => ?_⟩
  · -- exact denominators are antisymmetric, so occupied pairs cancel
    rw [fullSum_split, occupiedSum_eq_zero φ occ c ?_ x, add_zero]
    intro i hi j hj hji
    have h1 : (e i - e j) * c i j = element φ K v j i := hc i hi j hji
    have h2 : (e j - e i) * c j i = element φ K v i j := hc j hj i hji.symm
    have h3 := element_symm φ K v hK j i
    have hne : e i - e j ≠ 0 := sub_ne_zero.mpr fun h => hji (he hi hj h).symm
    apply mul_left_cancel₀ hne
    linear_combination h1 - h2 + h3
  · -- multiplying by the common denominator leaves the bare matrix elements
    have hs : ∀ x, fullSum φ occ d x * Δ =
        fullSum φ occ (fun i k => element φ K v k i) x := by
      intro x
      unfold fullSum
      rw [Finset.sum_mul]
      refine Finset.sum_congr rfl fun i hi => ?_
      rw [Finset.sum_mul]
      refine Finset.sum_congr rfl fun k hk => ?_
      have h : Δ * d i k = element φ K v k i := hd i hi k (Finset.ne_of_mem_erase hk)
      linear_combination φ i x * φ k x * h
    refine forall_congr' fun x => ?_
    rw [← sub_eq_zero (b := _ + _), ← fullSum_element φ K occ v hφ x, ← hs x]
    simp [hΔ]
  · rw [fullSum_split, add_right_inj, eq_div_iff hΔ]
    unfold occupiedSum
    rw [Finset.sum_mul]
    refine Finset.sum_congr rfl fun i hi => ?_
    rw [Finset.sum_mul]
    refine Finset.sum_congr rfl fun j hj => ?_
    have h : Δ * d i j = element φ K v j i := hd i hi j (Finset.ne_of_mem_erase hj)
    linear_combination φ i x * φ j x * h

/-- For a single occupied orbital the full and the virtual sum agree for all coefficients. -/
theorem fullSum_single (φ : Matrix n n ℝ) (i : n) (c : n → n → ℝ) (x : n) :
    fullSum φ {i} c x = virtualSum φ {i} c x := by
  rw [fullSum_split]
  simp [occupiedSum]

/-- Three orbitals on three sites: two share the first two sites, the third sits on the last. -/
def siteOrbitals : Matrix (Fin 3) (Fin 3) ℝ := !![3/5, 4/5, 0; 4/5, -3/5, 0; 0, 0, 1]

/-- A symmetric matrix on three sites that couples the first two, used in the place of `K`. -/
def siteExchange : Matrix (Fin 3) (Fin 3) ℝ := !![-2, -1, 0; -1, -2, 0; 0, 0, -2]

/-- On three sites with the first two orbitals occupied and `v = 0`, the virtual sum of bare
matrix elements vanishes everywhere while the full sum is `168/625` on the first site. -/
theorem threeSite_witness :
    siteOrbitals * siteOrbitalsᵀ = 1 ∧ siteExchange.IsSymm ∧
    (∀ x, virtualSum siteOrbitals {0, 1}
      (fun i k => element siteOrbitals siteExchange 0 k i) x = 0) ∧
    fullSum siteOrbitals {0, 1}
      (fun i k => element siteOrbitals siteExchange 0 k i) 0 = 168 / 625 := by
  have hc : ({0, 1} : Finset (Fin 3))ᶜ = {2} := by decide
  have h0 : (Finset.univ : Finset (Fin 3)).erase 0 = {1, 2} := by decide
  have h1 : (Finset.univ : Finset (Fin 3)).erase 1 = {0, 2} := by decide
  refine ⟨?_, ?_, ?_, ?_⟩
  · ext i j
    fin_cases i <;> fin_cases j <;>
      norm_num [siteOrbitals, Matrix.mul_apply, Fin.sum_univ_succ]
  · ext i j
    fin_cases i <;> fin_cases j <;> simp [siteExchange]
  · intro x
    unfold virtualSum
    rw [hc, Finset.sum_pair (by decide)]
    fin_cases x <;> simp [siteOrbitals]
  · have a10 : element siteOrbitals siteExchange 0 1 0 = 7 / 25 := by
      norm_num [element, siteOrbitals, siteExchange, Matrix.mulVec, dotProduct,
        Fin.sum_univ_succ]
    have a01 : element siteOrbitals siteExchange 0 0 1 = 7 / 25 := by
      norm_num [element, siteOrbitals, siteExchange, Matrix.mulVec, dotProduct,
        Fin.sum_univ_succ]
    unfold fullSum
    rw [Finset.sum_pair (by decide), h0, h1, Finset.sum_pair (by decide),
      Finset.sum_pair (by decide)]
    -- the third orbital vanishes on the first site
    have z : siteOrbitals 2 0 = 0 := by simp [siteOrbitals]
    simp only [a10, a01, z, mul_zero, zero_mul, add_zero]
    norm_num [siteOrbitals]

end

end KLICommonDenominator
```

```lean
#print axioms KLICommonDenominator.quotient_solvesResponse
-- 'KLICommonDenominator.quotient_solvesResponse' depends on axioms: [propext, Classical.choice, Quot.sound]
#print axioms KLICommonDenominator.oep_and_kli
-- 'KLICommonDenominator.oep_and_kli' depends on axioms: [propext, Classical.choice, Quot.sound]
#print axioms KLICommonDenominator.fullSum_single
-- 'KLICommonDenominator.fullSum_single' depends on axioms: [propext, Classical.choice, Quot.sound]
```

## Orbitals, denominators and hypotheses in Lean

The type `n` labels both grid points and orbitals. Row `φ i` is an orbital, `φ i x` its value at a point, and `occ` the set of occupied orbitals, each with occupation one. The dot product carries no quadrature weights, so a code that has them must absorb them into the orbitals and K.

The number A_ki is `element φ K v k i`, while its coefficient is `c i k`, with the indices in the other order. `SolvesResponse` states the equation D_ik c_ik = A_ki without dividing. In `oep_and_kli`, `c` solves it with the exact energy differences and `d` with Δ.

The hypothesis `hφ` says that the orbitals are orthonormal; because the matrix is square, they are also complete. `hK` says that K is symmetric, and `he` that no two occupied orbitals share an energy, which excludes a filled p shell of a spherical atom. Only the proof of the first part uses `he`. The three parts of the conclusion are the exact-denominator identity, the equivalence with `KLIEquation`, and the common-denominator difference.

An alternative model would define c_ik directly as A_ki/(e_i − e_k). Lean sets division by zero to zero, so a degenerate occupied pair would silently contribute nothing, and the first identity would hold without `he`. In the present form, degeneracy forces A_ji = 0 and leaves the coefficient undetermined. `quotient_solvesResponse` recovers the familiar quotients when each occupied energy differs from every other orbital energy.

## From the lemmas to the theorem

`element_symm` moves the symmetric matrix v − K from one orbital to the other. `fullSum_split` separates the inner sum into virtual and occupied parts. `occupiedSum_eq_zero` exchanges the two summation indices with `Finset.sum_comm'` and uses antisymmetry to obtain P = −P.

`fullSum_element` carries out the resummation. It turns φφᵀ = 1 into φᵀφ = 1, sums over all k, and removes the term k = i. The final `linear_combination` combines these equations.

In `oep_and_kli`, the first part derives c_ij = −c_ji by cancelling the nonzero factor e_i − e_j. The second multiplies the full sum by Δ and applies `fullSum_element`. The third splits the sum and replaces Δ d_ij by A_ji. `fullSum_single` treats one occupied orbital, where the pair sum is empty.

`threeSite_witness` shows that the two common-denominator conditions can differ. Its first two orbitals are occupied and v = 0. The example is algebraic: its K is a chosen symmetric matrix, not the exchange operator built from these occupied orbitals, whose density matrix vanishes between the first two sites. With the bare matrix elements as coefficients, which corresponds to Δ = 1, the virtual sum vanishes on all three sites. The occupied matrix elements are A_10 = A_01 = 7/25, so the full sum on the first site is

2 · (3/5) · (4/5) · (7/25) = 168/625.

This potential therefore satisfies the virtual-only condition but not the KLI equation.

## Truncated bases, self-consistency and the additive constant

The theorem compares sums for given orbitals, energies, K and v. It does not require the orbitals to be eigenvectors of a Kohn–Sham Hamiltonian, nor K to be built from the occupied orbitals. It does not derive the OEP equation from an energy functional, establish that a KLI potential exists, or bound the error of a common denominator.

Completeness matters for codes that keep only some of the virtual orbitals. The resummation to the KLI equation uses it, so that equivalence is not established for a truncated set. The proofs of the other two parts do not use `hφ`.

`KLIEquation` includes the A_ii term of every occupied orbital. The usual convention of setting this term to zero for the highest occupied orbital, which fixes the additive constant in v, is not imposed. Complex orbitals, fractional occupations and the continuum limit are not treated.
